# Landau damping as the imaginary part πs/2 of the Fermi-surface response for |s| < 1, approached from the upper half-plane

The response P studied here is the density response of a three-dimensional, non-interacting electron gas at zero temperature and long wavelength, divided by minus the density of states at the Fermi level. It is defined at a complex frequency z, and its value at a real frequency s is taken as a limit from Im z > 0. This choice encodes causality: with the time factor e^(−iωt), a small positive imaginary part of ω describes a perturbation switched on slowly from the distant past. Here z = ω/(q v_F), where q is the wavenumber of the perturbation and v_F is the speed of electrons at the Fermi surface.

```lean
import Mathlib

open Filter Topology
open scoped Real ComplexConjugate

namespace LandauDamping

noncomputable section
```

These lines load Mathlib, Lean's mathematical library, and open the notation for limits, π and complex conjugation.

## The angular average at complex frequency

```lean
/-- The angular average over the Fermi surface, half the integral of `c / (c - z)` over
`c` in `[-1, 1]`, where `z` is the complex frequency in units of `q v_F`. -/
def response (z : ℂ) : ℂ :=
  (1 / 2) * ∫ c in (-1 : ℝ)..1, (c : ℂ) / ((c : ℂ) - z)
```

The definition `response` takes a complex number z and returns

P(z) = ½ ∫₋₁¹ c/(c − z) dc.

The variable c is the cosine of the angle between an electron's velocity and the wavevector. The notation `(c : ℂ)` treats the real number c as a complex one. The model is a three-dimensional, non-interacting electron gas at zero temperature and long wavelength. Its density response is −P times the density of states at the Fermi level; that link to the microscopic gas is assumed in the definition.

For real s with 0 < |s| < 1 the integral diverges and Lean assigns it the value 0, so the limits below use only values off the real axis.

```lean
/-- Off the real frequency axis the angular average is an elementary function with two
logarithms, one for each end of the particle-hole continuum. -/
theorem response_closed_form (z : ℂ) (hz : z.im ≠ 0) :
    response z = 1 + z / 2 * (Complex.log (1 - z) - Complex.log (-1 - z)) := by
  have him : ∀ c : ℝ, ((c : ℂ) - z).im ≠ 0 := by
    intro c
    simpa using hz
  have hne : ∀ c : ℝ, (c : ℂ) - z ≠ 0 := by
    intro c h
    exact him c (by rw [h]; rfl)
  -- a primitive of the integrand is `c + z log (c - z)`
  have hderiv : ∀ c ∈ Set.uIcc (-1 : ℝ) 1,
      HasDerivAt (fun x : ℝ => (x : ℂ) + z * Complex.log ((x : ℂ) - z))
        ((c : ℂ) / ((c : ℂ) - z)) c := by
    intro c _
    have h1 : HasDerivAt (fun x : ℝ => (x : ℂ)) 1 c := by
      simpa using (hasDerivAt_id c).ofReal_comp
    have h2 := (h1.sub_const z).clog_real (Complex.mem_slitPlane_iff.2 (Or.inr (him c)))
    refine (h1.fun_add (h2.const_mul z)).congr_deriv ?_
    have := hne c
    field_simp
    ring
  have hint : IntervalIntegrable (fun c : ℝ => (c : ℂ) / ((c : ℂ) - z))
      MeasureTheory.volume (-1) 1 :=
    (Complex.continuous_ofReal.div
      (Complex.continuous_ofReal.sub continuous_const) hne).intervalIntegrable _ _
  rw [response, intervalIntegral.integral_eq_sub_of_hasDerivAt hderiv hint]
  push_cast
  ring
```

A theorem lists its hypotheses in brackets, states its claim after the colon, and gives its proof after `:= by`. Here `hz` says that Im z ≠ 0, and the claim is

P(z) = 1 + (z/2)[log(1 − z) − log(−1 − z)],

with the principal logarithm, whose cut is the negative real axis. By hand, write

c/(c − z) = 1 + z/(c − z),

which has the primitive c + z log(c − z). Since c − z has the constant imaginary part −Im z ≠ 0, it never meets the cut. Half the difference of the primitive between c = 1 and c = −1 gives the formula.

In the proof, `him` and `hne` keep c − z off the real axis and away from zero, `hderiv` differentiates the primitive, and `hint` shows that the integrand is integrable. The fundamental theorem of calculus then finishes the integral, and `ring` does the algebra.

## Which logarithm acquires a phase

```lean
/-- As `z` tends to the real frequency `s` from the upper half-plane, `a - z` tends to
`a - s` from the lower half-plane. -/
theorem tendsto_sub_below (a s : ℝ) :
    Tendsto (fun z : ℂ => (a : ℂ) - z) (𝓝[{z : ℂ | 0 < z.im}] (s : ℂ))
      (𝓝[{z : ℂ | z.im < 0}] ((a - s : ℝ) : ℂ)) := by
  refine tendsto_nhdsWithin_iff.2 ⟨?_, ?_⟩
  · have h : Tendsto (fun z : ℂ => (a : ℂ) - z) (𝓝 (s : ℂ)) (𝓝 ((a : ℂ) - s)) :=
      (continuous_const.sub continuous_id).tendsto _
    rw [Complex.ofReal_sub]
    exact h.mono_left nhdsWithin_le_nhds
  · filter_upwards [self_mem_nhdsWithin] with z hz
    have hz' : 0 < z.im := hz
    show ((a : ℂ) - z).im < 0
    rw [Complex.sub_im, Complex.ofReal_im]
    linarith
```

`Tendsto f F G` says that f tends to G as its argument follows F. The notation `𝓝[S] x` means "near x, within the set S". Thus, as z tends to s from above, a − z tends to a − s from below, because Im(a − z) = −Im z. The proof checks the limit and the sign separately.

```lean
/-- If the real frequency `s` lies above `a`, the logarithm of `a - z` acquires the phase
`-π` as `z` tends to `s` from the upper half-plane. -/
theorem log_tendsto_of_gt (a s : ℝ) (h : a < s) :
    Tendsto (fun z : ℂ => Complex.log ((a : ℂ) - z)) (𝓝[{z : ℂ | 0 < z.im}] (s : ℂ))
      (𝓝 ((Real.log (s - a) : ℂ) - π * Complex.I)) := by
  have hl := Complex.tendsto_log_nhdsWithin_im_neg_of_re_neg_of_im_zero
    (z := ((a - s : ℝ) : ℂ)) (by rw [Complex.ofReal_re]; linarith) (Complex.ofReal_im _)
  have hn : ‖((a - s : ℝ) : ℂ)‖ = s - a := by
    rw [Complex.norm_real, Real.norm_eq_abs, abs_of_neg (by linarith)]
    ring
  rw [hn] at hl
  exact hl.comp (tendsto_sub_below a s)
```

If a < s, then a − z approaches the negative real number a − s from below. Its modulus tends to s − a and its argument to −π, so

log(a − z) → ln(s − a) − iπ.

Mathlib supplies the limit of the logarithm below its cut; the proof identifies the modulus and composes with the preceding theorem.

```lean
/-- Limits of the two endpoint logarithms determine the limit of the response. -/
private theorem response_tendsto_of_logs (s : ℝ) (L₁ L₂ : ℂ)
    (h₁ : Tendsto (fun z : ℂ => Complex.log (((1 : ℝ) : ℂ) - z))
      (𝓝[{z : ℂ | 0 < z.im}] (s : ℂ)) (𝓝 L₁))
    (h₂ : Tendsto (fun z : ℂ => Complex.log (((-1 : ℝ) : ℂ) - z))
      (𝓝[{z : ℂ | 0 < z.im}] (s : ℂ)) (𝓝 L₂)) :
    Tendsto response (𝓝[{z : ℂ | 0 < z.im}] (s : ℂ))
      (𝓝 (1 + (s : ℂ) / 2 * (L₁ - L₂))) := by
  have hid : Tendsto (fun z : ℂ => z) (𝓝[{z : ℂ | 0 < z.im}] (s : ℂ)) (𝓝 (s : ℂ)) :=
    tendsto_id.mono_left nhdsWithin_le_nhds
  refine (tendsto_const_nhds.add ((hid.div_const 2).mul (h₁.sub h₂))).congr' ?_
  filter_upwards [self_mem_nhdsWithin] with z hz
  have hz' : 0 < z.im := hz
  rw [response_closed_form z hz'.ne']
  push_cast
  rfl
```

If the logarithms at the endpoints 1 and −1 tend to L₁ and L₂, then

P(z) → 1 + (s/2)(L₁ − L₂).

This is the closed form with the limit laws for sums and products applied. The `filter_upwards` step restricts attention to points with Im z > 0, where the closed form holds.

## Inside the continuum

```lean
/-- Inside the particle-hole continuum, `-1 < s < 1`, the response tends to a value with
imaginary part `π s / 2` as `z` tends to `s` in any manner from the upper half-plane. -/
theorem response_tendsto_damped (s : ℝ) (hs : -1 < s) (hs' : s < 1) :
    Tendsto response (𝓝[{z : ℂ | 0 < z.im}] (s : ℂ))
      (𝓝 (((1 + s / 2 * Real.log ((1 - s) / (1 + s)) : ℝ) : ℂ)
        + ((π * s / 2 : ℝ) : ℂ) * Complex.I)) := by
  -- the upper endpoint gives a real logarithm
  have h₁ : Tendsto (fun z : ℂ => Complex.log (((1 : ℝ) : ℂ) - z))
      (𝓝[{z : ℂ | 0 < z.im}] (s : ℂ)) (𝓝 (Real.log (1 - s) : ℂ)) := by
    have hc : ContinuousAt Complex.log ((1 - s : ℝ) : ℂ) :=
      continuousAt_clog (Complex.mem_slitPlane_iff.2
        (Or.inl (by rw [Complex.ofReal_re]; linarith)))
    rw [Complex.ofReal_log (by linarith)]
    exact hc.tendsto.comp ((tendsto_sub_below 1 s).mono_right nhdsWithin_le_nhds)
  -- the logarithm at the lower endpoint contributes the phase `-π`
  have h := response_tendsto_of_logs s _ _ h₁ (log_tendsto_of_gt (-1) s hs)
  convert h using 2
  rw [Real.log_div (by linarith) (by linarith), show s - -1 = 1 + s by ring]
  generalize Real.log (1 - s) = A
  generalize Real.log (1 + s) = B
  push_cast
  ring
```

The range −1 < s < 1 is called the particle-hole continuum. For s ≠ 0 in this range, an electron with c = s moves in phase with the perturbation and can absorb energy from it by creating a particle-hole pair. At s = 0 the perturbation is static and the imaginary part of the limit is zero. The upper endpoint gives L₁ = ln(1 − s), with no phase. The lower endpoint lies below s and gives L₂ = ln(1 + s) − iπ. Therefore

P(z) → 1 + (s/2)[ln(1 − s) − ln(1 + s) + iπ]
  = 1 + (s/2) ln((1 − s)/(1 + s)) + iπs/2.

The proof follows the same order: `h₁` is the upper limit, `log_tendsto_of_gt (-1) s hs` is the lower one, and `Real.log_div` combines the real logarithms. The limit holds along any path in the upper half-plane.

```lean
/-- For `-1 < s < 1` the response at `s + i t` tends to `1 + (s/2) ln((1-s)/(1+s)) + i π s/2` as `t`
tends to zero from above. -/
theorem landau_damping (s : ℝ) (hs : -1 < s) (hs' : s < 1) :
    Tendsto (fun t : ℝ => response ((s : ℂ) + (t : ℂ) * Complex.I)) (𝓝[>] 0)
      (𝓝 (((1 + s / 2 * Real.log ((1 - s) / (1 + s)) : ℝ) : ℂ)
        + ((π * s / 2 : ℝ) : ℂ) * Complex.I)) := by
  refine (response_tendsto_damped s hs hs').comp (tendsto_nhdsWithin_iff.2 ⟨?_, ?_⟩)
  · have hc : Continuous (fun t : ℝ => (s : ℂ) + (t : ℂ) * Complex.I) := by fun_prop
    have h := hc.tendsto 0
    simp only [Complex.ofReal_zero, zero_mul, add_zero] at h
    exact h.mono_left nhdsWithin_le_nhds
  · filter_upwards [self_mem_nhdsWithin] with t ht
    show 0 < ((s : ℂ) + (t : ℂ) * Complex.I).im
    simpa using ht
```

This is the vertical approach z = s + it, with `𝓝[>] 0` meaning t → 0 from above. The proof checks that the path tends to s and stays in the upper half-plane, then applies the previous theorem.

At s = 1/2 the limit is

1 + ¼ ln(1/3) + iπ/4 ≈ 0.725 + 0.785i.

The theorem gives the absorptive part of the response, from which Landau damping arises; the decay in time of a collective mode is a further calculation. In the random-phase approximation, this non-interacting response determines the dielectric function of the electron gas at long wavelength.

## Above the continuum

```lean
/-- Above the particle-hole continuum, `s > 1`, the limit of the response from the upper
half-plane is the real number `1 + (s/2) ln((s-1)/(s+1))`. -/
theorem response_tendsto_undamped (s : ℝ) (hs : 1 < s) :
    Tendsto response (𝓝[{z : ℂ | 0 < z.im}] (s : ℂ))
      (𝓝 ((1 + s / 2 * Real.log ((s - 1) / (s + 1)) : ℝ) : ℂ)) := by
  -- both logarithms acquire the same phase, which cancels
  have h := response_tendsto_of_logs s _ _ (log_tendsto_of_gt 1 s hs)
    (log_tendsto_of_gt (-1) s (by linarith))
  convert h using 2
  rw [Real.log_div (by linarith) (by linarith), show s - -1 = s + 1 by ring]
  generalize Real.log (s - 1) = A
  generalize Real.log (s + 1) = B
  push_cast
  ring
```

For s > 1 both endpoints lie below s. Both logarithms acquire −iπ, the phases cancel in L₁ − L₂, and the limit is real:

P(z) → 1 + (s/2) ln((s − 1)/(s + 1)).

At s = 2 this is 1 + ln(1/3) ≈ −0.099. The edges s = ±1 are covered by neither limit theorem.

## The jump across the real axis

```lean
/-- Off the real axis, complex conjugation of the frequency conjugates the response. -/
theorem response_conj (z : ℂ) (hz : z.im ≠ 0) :
    response (conj z) = conj (response z) := by
  have hlog : ∀ w : ℂ, w.im ≠ 0 → Complex.log (conj w) = conj (Complex.log w) :=
    fun w hw => Complex.log_conj w
      (Complex.mem_slitPlane_iff_arg.1 (Complex.mem_slitPlane_iff.2 (Or.inr hw))).1
  have h₁ := hlog (1 - z) (by simpa using hz)
  have h₂ := hlog (-1 - z) (by simpa using hz)
  simp only [map_sub, map_neg, map_one] at h₁ h₂
  rw [response_closed_form z hz, response_closed_form (conj z) (by simpa using hz), h₁, h₂]
  simp only [map_add, map_mul, map_sub, map_div₀, map_one, map_ofNat]
```

Writing z̄ for the complex conjugate of z, this says P(z̄) = P(z)̄ off the real axis. By hand, conjugate the integrand, in which c is real. The Lean proof instead conjugates the two logarithms in the closed form, which is allowed because their arguments avoid the cut.

```lean
/-- For `-1 < s < 1` the response at `s + i t` minus the response at `s - i t` tends to `i π s` as
`t` tends to zero from above. -/
theorem response_jump (s : ℝ) (hs : -1 < s) (hs' : s < 1) :
    Tendsto (fun t : ℝ => response ((s : ℂ) + (t : ℂ) * Complex.I)
        - response ((s : ℂ) - (t : ℂ) * Complex.I)) (𝓝[>] 0)
      (𝓝 (((π * s : ℝ) : ℂ) * Complex.I)) := by
  have h := landau_damping s hs hs'
  have hd := h.sub ((Complex.continuous_conj.tendsto _).comp h)
  have e : ∀ A B : ℝ, ((A : ℂ) + (B : ℂ) * Complex.I)
      - conj ((A : ℂ) + (B : ℂ) * Complex.I) = ((2 * B : ℝ) : ℂ) * Complex.I := by
    intro A B
    simp only [map_add, map_mul, Complex.conj_ofReal, Complex.conj_I]
    push_cast
    ring
  rw [e, show 2 * (π * s / 2) = π * s by ring] at hd
  refine hd.congr' ?_
  filter_upwards [self_mem_nhdsWithin] with t ht
  have ht' : 0 < t := ht
  -- the value below the axis is the conjugate of the value above it
  have hz : (s : ℂ) - (t : ℂ) * Complex.I = conj ((s : ℂ) + (t : ℂ) * Complex.I) := by
    simp only [map_add, map_mul, Complex.conj_ofReal, Complex.conj_I]
    ring
  have key : response ((s : ℂ) - (t : ℂ) * Complex.I)
      = conj (response ((s : ℂ) + (t : ℂ) * Complex.I)) := by
    rw [hz, response_conj _ (by simpa using ht'.ne')]
  exact congrArg (fun w => response ((s : ℂ) + (t : ℂ) * Complex.I) - w) key.symm

end

end LandauDamping
```

For t > 0, s − it is the conjugate of s + it, so the difference of the responses is 2i Im P(s + it). As t → 0 this tends to

2i · πs/2 = iπs.

In the proof, `hd` subtracts the conjugate limit, `e` evaluates the difference, and `key` identifies the value below the axis. At s = 1/2 the jump is iπ/2 ≈ 1.571i.

```lean
#print axioms LandauDamping.response_tendsto_damped
#print axioms LandauDamping.response_tendsto_undamped
#print axioms LandauDamping.response_jump
```

```
'LandauDamping.response_tendsto_damped' depends on axioms: [propext, Classical.choice, Quot.sound]
'LandauDamping.response_tendsto_undamped' depends on axioms: [propext, Classical.choice, Quot.sound]
'LandauDamping.response_jump' depends on axioms: [propext, Classical.choice, Quot.sound]
```
